# For real RPA matrices with A − B positive definite, negative squared frequencies are as many as negative eigenvalues of A + B

Squared frequencies are represented here by the real roots of a characteristic polynomial, counted with multiplicity. The polynomial belongs to $(A-B)(A+B)$, where $A$ and $B$ are the blocks of the random-phase approximation (RPA) equations. This product is generally not symmetric, and a count of real roots would miss any complex ones. For real symmetric $A$ and $B$ with $A-B$ positive definite, the main theorem therefore also states that all the roots are real.

The blocks are indexed by a finite type `n`, in practice the occupied–virtual orbital pairs. Let $N$ be its number of elements.

```lean
import Mathlib

open Matrix Finset

namespace RPAInstabilityCount

noncomputable section

variable {n : Type*} [Fintype n] [DecidableEq n]
```

## Squared frequencies and their signs

The matrix under study is $(A-B)(A+B)$. It is defined over any commutative ring, so that it can be used with both real and complex entries.

```lean
/-- The product (A - B)(A + B) of the squared RPA eigenvalue problem. -/
def squaredRPA {R : Type*} [CommRing R] (A B : Matrix n n R) : Matrix n n R :=
  (A - B) * (A + B)
```

For a real matrix, three numbers record the signs of the real roots. A negative root $\omega^2<0$ stands for an imaginary pair of frequencies $\pm i\gamma$, and so for an exponentially growing response.

```lean
/-- The number of negative real roots of the characteristic polynomial, with multiplicity. -/
def negCount (M : Matrix n n ℝ) : ℕ := M.charpoly.roots.countP (fun z => z < 0)
```

A zero root stands for a zero frequency. Its multiplicity is that of the polynomial root.

```lean
/-- The multiplicity of zero as a root of the characteristic polynomial. -/
def zeroCount (M : Matrix n n ℝ) : ℕ := M.charpoly.roots.countP (fun z => z = 0)
```

Positive roots stand for real, nonzero frequencies.

```lean
/-- The number of positive real roots of the characteristic polynomial, with multiplicity. -/
def posCount (M : Matrix n n ℝ) : ℕ := M.charpoly.roots.countP (fun z => 0 < z)
```

The link with the response equations is short. Let $X$ and $Y$ be the excitation and de-excitation amplitudes at frequency $\omega$:

$$AX+BY=\omega X,\qquad BX+AY=-\omega Y.$$

Adding and subtracting gives

$$(A+B)(X+Y)=\omega(X-Y),\qquad (A-B)(X-Y)=\omega(X+Y).$$

Applying $A-B$ to the first equation and inserting the second gives $(A-B)(A+B)(X+Y)=\omega^2(X+Y)$. The amplitudes and frequency may be complex here, which leaves room for unstable modes. The Lean statement also allows complex matrices, but for complex orbitals the second RPA equation contains the conjugates $A^*$ and $B^*$, so the physical reading is for real blocks.

Conversely, let $(A-B)(A+B)Z=\omega^2Z$ with $Z\neq0$ and $\omega\neq0$. The amplitudes defined by $X+Y=Z$ and $X-Y=(A+B)Z/\omega$ then solve both response equations, so a nonzero root does give a mode. This converse is not formalised here.

```lean
omit [DecidableEq n] in
/-- If A X + B Y = ω X and B X + A Y = -ω Y, then X + Y solves the eigenvalue equation of (A - B)(A
+ B) at ω². -/
theorem squaredRPA_mulVec (A B : Matrix n n ℂ) (X Y : n → ℂ) (ω : ℂ)
    (h1 : A *ᵥ X + B *ᵥ Y = ω • X) (h2 : B *ᵥ X + A *ᵥ Y = -(ω • Y)) :
    squaredRPA A B *ᵥ (X + Y) = ω ^ 2 • (X + Y) := by
  have hp : (A + B) *ᵥ (X + Y) = ω • (X - Y) := by
    rw [add_mulVec, mulVec_add, mulVec_add]
    linear_combination (norm := module) h1 + h2
  have hm : (A - B) *ᵥ (X - Y) = ω • (X + Y) := by
    rw [sub_mulVec, mulVec_sub, mulVec_sub]
    linear_combination (norm := module) h1 - h2
  rw [squaredRPA, ← mulVec_mulVec, hp, mulVec_smul, hm, smul_smul, sq]
```

## Quadratic forms in factored coordinates

Suppose a matrix has the form $P\,\mathrm{diag}(e)\,P^T$, with real numbers $e_j$. Moving $P$ onto the vector gives

$$x^TP\,\mathrm{diag}(e)\,P^Tx=\sum_j e_j\,(P^Tx)_j^2 .$$

```lean
private lemma quad (P : Matrix n n ℝ) (e x : n → ℝ) :
    x ⬝ᵥ ((P * diagonal e * Pᵀ) *ᵥ x) = ∑ j, e j * (Pᵀ *ᵥ x) j ^ 2 := by
  rw [← mulVec_mulVec, ← mulVec_mulVec, dotProduct_mulVec, ← mulVec_transpose]
  simp only [dotProduct, mulVec_diagonal]
  exact Finset.sum_congr rfl fun j _ => by ring
```

If $P^TV=1$, then column $i$ of $V$, call it $v_i$, satisfies $(P^Tv_i)_j=\delta_{ij}$. Only one term of the sum survives, and the form takes the value $e_i$.

```lean
private lemma quad_column (P V : Matrix n n ℝ) (e : n → ℝ) (i : n) (h : Pᵀ * V = 1) :
    (V *ᵥ Pi.single i 1) ⬝ᵥ ((P * diagonal e * Pᵀ) *ᵥ (V *ᵥ Pi.single i 1)) = e i := by
  rw [quad, mulVec_mulVec, h, one_mulVec, Finset.sum_eq_single i]
  · simp
  · intro j _ hj
    simp [hj]
  · simp
```

The same condition recovers the whole diagonal matrix, because $V^TP=1$ as well:

$$V^TP\,\mathrm{diag}(e)\,P^TV=\mathrm{diag}(e).$$

```lean
private lemma undo (P V : Matrix n n ℝ) (e : n → ℝ) (h : Pᵀ * V = 1) :
    Vᵀ * (P * diagonal e * Pᵀ) * V = diagonal e := by
  have h' : Vᵀ * P = 1 := by simpa [transpose_mul] using congrArg transpose h
  calc Vᵀ * (P * diagonal e * Pᵀ) * V = (Vᵀ * P) * diagonal e * (Pᵀ * V) := by
        simp only [Matrix.mul_assoc]
    _ = diagonal e := by rw [h, h', Matrix.one_mul, Matrix.mul_one]
```

A real symmetric $K$ has an orthogonal matrix $V$ of eigenvectors, with $K=V\,\mathrm{diag}(e)\,V^T$. Mathlib's spectral theorem supplies it.

```lean
private lemma spectral (K : Matrix n n ℝ) (hK : K.IsSymm) :
    ∃ (V : Matrix n n ℝ) (e : n → ℝ), Vᵀ * V = 1 ∧ K = V * diagonal e * Vᵀ := by
  have hH : K.IsHermitian := by
    rw [Matrix.IsHermitian, conjTranspose_eq_transpose_of_trivial]
    exact hK
  refine ⟨hH.eigenvectorUnitary, hH.eigenvalues, ?_, ?_⟩
  · have h := mem_unitaryGroup_iff'.mp hH.eigenvectorUnitary.2
    rwa [star_eq_conjTranspose, conjTranspose_eq_transpose_of_trivial] at h
  · have h := hH.spectral_theorem
    simp only [Unitary.conjStarAlgAut_apply] at h
    exact h
```

## Normal modes of the pair

Let $M$ be symmetric and positive definite, and $K$ symmetric. They will be $A-B$ and $A+B$.

Diagonalise $M=W\,\mathrm{diag}(m)\,W^T$ with $W$ orthogonal. Each $m_i$ is the value of the form on a column of $W$, so $m_i\ge0$, and $R=W\,\mathrm{diag}(\sqrt{m_i})$ satisfies $M=RR^T$. Next diagonalise the symmetric matrix $R^TKR=U\,\mathrm{diag}(w)\,U^T$ with $U$ orthogonal, and set $T=RU$. Then

$$TT^T=RUU^TR^T=M,\qquad T^TKT=\mathrm{diag}(w).$$

Positive definiteness excludes a null vector of $M$, so $\det M\neq0$ and $T$ is invertible. With $S=(T^{-1})^T$ we have $S^TT=1$ and $K=S\,\mathrm{diag}(w)\,S^T$.

```lean
/-- For real symmetric M and K with M positive definite, there are T, S and w giving the forms M = T
Tᵀ and K = S diag(w) Sᵀ with Sᵀ T = 1. -/
theorem normal_modes (M K : Matrix n n ℝ) (hM : M.IsSymm) (hK : K.IsSymm)
    (hpos : ∀ x : n → ℝ, x ≠ 0 → 0 < x ⬝ᵥ (M *ᵥ x)) :
    ∃ (T S : Matrix n n ℝ) (w : n → ℝ),
      Sᵀ * T = 1 ∧ M = T * Tᵀ ∧ K = S * diagonal w * Sᵀ := by
  -- a square-root factor of M
  obtain ⟨R, hR⟩ : ∃ R : Matrix n n ℝ, M = R * Rᵀ := by
    obtain ⟨W, m, hW, hMW⟩ := spectral M hM
    have hm : ∀ i, 0 ≤ m i := by
      intro i
      have hq := quad_column W W m i hW
      rw [← hMW] at hq
      rw [← hq]
      by_cases hx : W *ᵥ Pi.single i 1 = 0
      · rw [hx]; simp
      · exact (hpos _ hx).le
    have hsq : diagonal (fun i => √(m i)) * diagonal (fun i => √(m i)) = diagonal m := by
      rw [diagonal_mul_diagonal]
      congr 1
      funext i
      exact Real.mul_self_sqrt (hm i)
    refine ⟨W * diagonal (fun i => √(m i)), ?_⟩
    rw [hMW, ← hsq]
    simp only [transpose_mul, diagonal_transpose, Matrix.mul_assoc]
  -- diagonalise K in the coordinates given by R
  have hH : (Rᵀ * K * R).IsSymm := by
    simp [Matrix.IsSymm, transpose_mul, hK.eq, Matrix.mul_assoc]
  obtain ⟨U, w, hU, hHU⟩ := spectral _ hH
  obtain ⟨T, hTd⟩ : ∃ T, T = R * U := ⟨_, rfl⟩
  have hT : M = T * Tᵀ := by
    calc M = R * (U * Uᵀ) * Rᵀ := by rw [mul_eq_one_comm.mp hU, Matrix.mul_one]; exact hR
      _ = T * Tᵀ := by simp only [hTd, transpose_mul, Matrix.mul_assoc]
  have hw : Tᵀ * K * T = diagonal w := by
    calc Tᵀ * K * T = Uᵀ * (Rᵀ * K * R) * U := by
          simp only [hTd, transpose_mul, Matrix.mul_assoc]
      _ = diagonal w := by rw [hHU]; exact undo U U w hU
  have hMdet : M.det ≠ 0 := by
    intro h0
    obtain ⟨v, hv, h⟩ := exists_mulVec_eq_zero_iff.mpr h0
    have := hpos v hv
    rw [h] at this
    simp at this
  have hdet : IsUnit T.det :=
    isUnit_iff_ne_zero.mpr fun h => hMdet (by rw [hT, det_mul, h, zero_mul])
  refine ⟨T, (T⁻¹)ᵀ, w, ?_, hT, ?_⟩
  · rw [transpose_transpose, nonsing_inv_mul T hdet]
  · rw [← hw, transpose_transpose]
    calc K = (T * T⁻¹)ᵀ * K * (T * T⁻¹) := by rw [mul_nonsing_inv T hdet]; simp
      _ = (T⁻¹)ᵀ * (Tᵀ * K * T) * T⁻¹ := by simp only [transpose_mul, Matrix.mul_assoc]
```

The numbers $w_i$ are the squared frequencies. Indeed, $FG$ and $GF$ have the same characteristic polynomial for square matrices $F$ and $G$, so the leading $T$ in $MK=TT^TK$ can be moved to the right:

$$\det(z-TT^TK)=\det(z-T^TKT)=\prod_i(z-w_i).$$

In Lean, `univ.val.map w` is the collection of all $w_i$ with repetitions kept.

```lean
private lemma roots_modes (T S : Matrix n n ℝ) (w : n → ℝ) (h : Sᵀ * T = 1) :
    (T * Tᵀ * (S * diagonal w * Sᵀ)).charpoly.roots = univ.val.map w := by
  rw [Matrix.mul_assoc T, charpoly_mul_comm T, undo S T w h]
  have hc : charmatrix (diagonal w) = diagonal fun i => Polynomial.X - Polynomial.C (w i) := by
    ext1 i j
    by_cases hij : i = j
    · subst hij; simp
    · simp [hij]
  have hp : ∏ i, (Polynomial.X - Polynomial.C (w i)) =
      ((univ.val.map w).map fun a => Polynomial.X - Polynomial.C a).prod := by
    rw [Multiset.map_map]; rfl
  rw [Matrix.charpoly, hc, det_diagonal, hp, Polynomial.roots_multiset_prod_X_sub_C]
```

## Comparing signs by counting dimensions

Suppose $\mathrm{diag}(d)=P\,\mathrm{diag}(e)\,P^T$, where $d$ has $p$ negative entries and $e$ has $q$. The claim is $p\le q$.

Assume $q<p$. Require $x_i=0$ wherever $d_i\ge0$, and $(P^Tx)_j=0$ wherever $e_j<0$. These are $(N-p)+q<N$ linear conditions, so some nonzero $x$ meets them all. For this $x$,

$$0>\sum_i d_ix_i^2=\sum_j e_j(P^Tx)_j^2\ge0,$$

which is a contradiction. In the code, `f` collects the conditions into one linear map, and $x$ comes from its kernel. The matrix $P$ need not be invertible.

```lean
/-- If diag(d) = P diag(e) Pᵀ, then d has at most as many negative entries as e. -/
theorem card_neg_le (d e : n → ℝ) (P : Matrix n n ℝ)
    (h : diagonal d = P * diagonal e * Pᵀ) :
    (univ.filter fun i => d i < 0).card ≤ (univ.filter fun j => e j < 0).card := by
  by_contra hlt
  -- fewer linear constraints than dimensions leave a nonzero vector x
  let f := (LinearMap.funLeft ℝ ℝ (Subtype.val : {i // ¬ d i < 0} → n)).prod
    ((LinearMap.funLeft ℝ ℝ (Subtype.val : {j // e j < 0} → n)).comp Pᵀ.mulVecLin)
  have hker : LinearMap.ker f ≠ ⊥ := by
    apply LinearMap.ker_ne_bot_of_finrank_lt
    rw [Module.finrank_prod, Module.finrank_fintype_fun_eq_card,
      Module.finrank_fintype_fun_eq_card, Module.finrank_fintype_fun_eq_card,
      Fintype.card_subtype_compl]
    have h1 := Fintype.card_subtype_le (fun i => d i < 0)
    rw [Fintype.card_subtype] at h1
    rw [Fintype.card_subtype, Fintype.card_subtype]
    omega
  obtain ⟨x, hx, hx0⟩ := Submodule.exists_mem_ne_zero_of_ne_bot hker
  have hf : f x = 0 := hx
  have hd : ∀ i, ¬ d i < 0 → x i = 0 := fun i hi => congrFun (congrArg Prod.fst hf) ⟨i, hi⟩
  have he : ∀ j, e j < 0 → (Pᵀ *ᵥ x) j = 0 := fun j hj =>
    congrFun (congrArg Prod.snd hf) ⟨j, hj⟩
  -- its quadratic form is negative on one side and nonnegative on the other
  have hq := quad P e x
  rw [← h] at hq
  simp only [dotProduct, mulVec_diagonal] at hq
  have hr : 0 ≤ ∑ j, e j * (Pᵀ *ᵥ x) j ^ 2 := by
    refine Finset.sum_nonneg fun j _ => ?_
    by_cases hj : e j < 0
    · simp [he j hj]
    · exact mul_nonneg (not_lt.mp hj) (sq_nonneg _)
  obtain ⟨k, hk⟩ := Function.ne_iff.mp hx0
  have hk' : x k ≠ 0 := hk
  have hdk : d k < 0 := by
    by_contra hc
    exact hk' (hd k hc)
  have hl : ∑ i, x i * (d i * x i) < ∑ _i : n, (0 : ℝ) := by
    refine Finset.sum_lt_sum (fun i _ => ?_) ⟨k, Finset.mem_univ k, ?_⟩
    · by_cases hi : d i < 0
      · nlinarith [mul_nonneg (neg_pos.2 hi).le (sq_nonneg (x i))]
      · simp [hd i hi]
    · nlinarith [mul_pos (neg_pos.2 hdk) (pow_pos (abs_pos.2 hk') 2), sq_abs (x k)]
  rw [Finset.sum_const_zero] at hl
  linarith
```

Replacing $d$ and $e$ by $-d$ and $-e$ gives the same inequality for positive entries.

```lean
private lemma card_pos_le (d e : n → ℝ) (P : Matrix n n ℝ)
    (h : diagonal d = P * diagonal e * Pᵀ) :
    (univ.filter fun i => 0 < d i).card ≤ (univ.filter fun j => 0 < e j).card := by
  have hn : ∀ f : n → ℝ, diagonal (fun i => -f i) = -diagonal f := by
    intro f
    ext i j
    by_cases hij : i = j <;> simp [hij]
  have := card_neg_le (fun i => -d i) (fun j => -e j) P
    (by rw [hn, hn, h, Matrix.mul_neg, Matrix.neg_mul])
  simpa only [neg_lt_zero] using this
```

Every entry is negative, zero or positive, so the three counts add up to $N$.

```lean
omit [DecidableEq n] in
private lemma card_total (f : n → ℝ) :
    (univ.filter fun i => f i < 0).card + (univ.filter fun i => f i = 0).card +
      (univ.filter fun i => 0 < f i).card = Fintype.card n := by
  have h1 : Fintype.card n = ∑ _i : n, 1 := by simp
  rw [h1]
  simp only [Finset.card_filter]
  rw [← Finset.sum_add_distrib, ← Finset.sum_add_distrib]
  refine Finset.sum_congr rfl fun i _ => ?_
  rcases lt_trichotomy (f i) 0 with h | h | h
  · simp [h, h.ne, not_lt_of_ge h.le]
  · simp [h]
  · simp [h, h.ne', not_lt_of_ge h.le]
```

## Equality of the three counts

The hypotheses `hA` and `hB` say that $A$ and $B$ are real symmetric, and `hpos` says that $x^T(A-B)x>0$ for every nonzero real $x$. Physically, `hpos` is stability against the variations governed by $A-B$. For real orbitals and a local adiabatic kernel, $A-B$ is the diagonal matrix of orbital-energy differences, and the condition says that in each pair the virtual level lies above the occupied one.

The conclusion is that the polynomial of the product splits over $\mathbb R$, and that its three counts equal those of $A+B$. The magnitudes of the roots generally differ from the eigenvalues of $A+B$. Complex Hermitian blocks and frequency-dependent kernels are not covered.

For the proof, write $A+B=V\,\mathrm{diag}(e)\,V^T$ with $V$ orthogonal, so that the $e_j$ are its eigenvalues. Comparison with the normal modes gives

$$\mathrm{diag}(w)=(T^TV)\,\mathrm{diag}(e)\,(T^TV)^T,\qquad
\mathrm{diag}(e)=(V^TS)\,\mathrm{diag}(w)\,(V^TS)^T .$$

The sign comparison applies in both directions, so the negative counts agree, and so do the positive ones. The zero counts then agree because both totals are $N$. Splitting holds because the polynomial has degree $N$ and the list $w$ supplies $N$ real roots.

```lean
/-- For real symmetric A and B with A - B positive definite, the characteristic polynomial of
(A - B)(A + B) splits over the reals, and its numbers of negative, zero and positive roots,
with multiplicity, are those of A + B. -/
theorem squaredRPA_inertia (A B : Matrix n n ℝ) (hA : A.IsSymm) (hB : B.IsSymm)
    (hpos : ∀ x : n → ℝ, x ≠ 0 → 0 < x ⬝ᵥ ((A - B) *ᵥ x)) :
    (squaredRPA A B).charpoly.Splits ∧
      negCount (squaredRPA A B) = negCount (A + B) ∧
      zeroCount (squaredRPA A B) = zeroCount (A + B) ∧
      posCount (squaredRPA A B) = posCount (A + B) := by
  obtain ⟨T, S, w, hST, hM, hK⟩ := normal_modes (A - B) (A + B) (hA.sub hB) (hA.add hB) hpos
  obtain ⟨V, e, hV, hKV⟩ := spectral (A + B) (hA.add hB)
  have hr : (squaredRPA A B).charpoly.roots = univ.val.map w := by
    rw [squaredRPA, hM, hK]
    exact roots_modes T S w hST
  have hs : (A + B).charpoly.roots = univ.val.map e := by
    have h := roots_modes V V e hV
    rwa [mul_eq_one_comm.mp hV, Matrix.one_mul, ← hKV] at h
  -- the two diagonal forms of A + B are related in both directions
  have h1 : diagonal w = (Tᵀ * V) * diagonal e * (Tᵀ * V)ᵀ := by
    rw [← undo S T w hST, ← hK, hKV]
    simp only [transpose_mul, transpose_transpose, Matrix.mul_assoc]
  have h2 : diagonal e = (Vᵀ * S) * diagonal w * (Vᵀ * S)ᵀ := by
    rw [← undo V V e hV, ← hKV, hK]
    simp only [transpose_mul, transpose_transpose, Matrix.mul_assoc]
  have hneg := le_antisymm (card_neg_le w e _ h1) (card_neg_le e w _ h2)
  have hps := le_antisymm (card_pos_le w e _ h1) (card_pos_le e w _ h2)
  have hw := card_total w
  have he := card_total e
  refine ⟨?_, ?_, ?_, ?_⟩
  · rw [Polynomial.splits_iff_card_roots, hr, Multiset.card_map, charpoly_natDegree_eq_dim]
    rfl
  · rw [negCount, negCount, hr, hs, Multiset.countP_map, Multiset.countP_map]
    exact hneg
  · rw [zeroCount, zeroCount, hr, hs, Multiset.countP_map, Multiset.countP_map]
    change (univ.filter fun i => w i = 0).card = (univ.filter fun i => e i = 0).card
    omega
  · rw [posCount, posCount, hr, hs, Multiset.countP_map, Multiset.countP_map]
    exact hps
```

In a stability analysis with finite, real, frequency-independent blocks and $A-B$ positive definite, the unstable RPA modes can thus be counted from the symmetric matrix $A+B$ alone.

## A trial vector that detects an instability

If $w_i<0$, column $t_i$ of $T$ gives $t_i^T(A+B)t_i=w_i<0$. This column is not normalised; its expectation value is $w_i/(t_i^Tt_i)$, which has the same sign. Conversely, if

$$x^T(A+B)x=\sum_j w_j(S^Tx)_j^2<0,$$

then at least one $w_j$ is negative. One trial vector with a negative value therefore establishes an instability, under the same hypotheses.

```lean
/-- For real symmetric A and B with A - B positive definite, the characteristic polynomial of (A -
B)(A + B) has a negative root exactly when some trial vector gives A + B a negative quadratic form.
-/
theorem exists_negative_root_iff (A B : Matrix n n ℝ) (hA : A.IsSymm) (hB : B.IsSymm)
    (hpos : ∀ x : n → ℝ, x ≠ 0 → 0 < x ⬝ᵥ ((A - B) *ᵥ x)) :
    (∃ z ∈ (squaredRPA A B).charpoly.roots, z < 0) ↔
      ∃ x : n → ℝ, x ⬝ᵥ ((A + B) *ᵥ x) < 0 := by
  obtain ⟨T, S, w, hST, hM, hK⟩ := normal_modes (A - B) (A + B) (hA.sub hB) (hA.add hB) hpos
  rw [squaredRPA, hM, hK, roots_modes T S w hST]
  constructor
  · rintro ⟨z, hz, hneg⟩
    obtain ⟨i, _, rfl⟩ := Multiset.mem_map.mp hz
    exact ⟨T *ᵥ Pi.single i 1, by rw [quad_column S T w i hST]; exact hneg⟩
  · rintro ⟨x, hx⟩
    rw [quad] at hx
    by_contra hc
    refine absurd hx (not_lt_of_ge (Finset.sum_nonneg fun j _ => mul_nonneg ?_ (sq_nonneg _)))
    by_contra hj
    exact hc ⟨w j, Multiset.mem_map.mpr ⟨j, Finset.mem_univ j, rfl⟩, not_le.mp hj⟩
```

## Complex squared frequencies can occur when A − B is indefinite

Without positivity the conclusion can fail. A purely algebraic example, not derived from a particular physical system, is

$$A=\begin{pmatrix}1&1\\1&-1\end{pmatrix},\qquad B=\begin{pmatrix}-1&1\\1&1\end{pmatrix}.$$

Then $A-B=\mathrm{diag}(2,-2)$, and

$$(A-B)(A+B)=\begin{pmatrix}2&0\\0&-2\end{pmatrix}\begin{pmatrix}0&2\\2&0\end{pmatrix}=\begin{pmatrix}0&4\\-4&0\end{pmatrix}.$$

The characteristic polynomial is $z^2+16$, which has no real root, while $A+B$ has the eigenvalues $2$ and $-2$.

```lean
/-- For the symmetric matrices A = [[1, 1], [1, -1]] and B = [[-1, 1], [1, 1]], whose difference
is indefinite, the characteristic polynomial of (A - B)(A + B) has no real root. -/
theorem no_real_root_of_indefinite (z : ℝ) :
    ¬ (squaredRPA !![1, 1; 1, -1] !![-1, 1; 1, 1] : Matrix (Fin 2) (Fin 2) ℝ).charpoly.IsRoot z := by
  have h : (squaredRPA !![1, 1; 1, -1] !![-1, 1; 1, 1] : Matrix (Fin 2) (Fin 2) ℝ) =
      !![0, 4; -4, 0] := by
    ext i j
    fin_cases i <;> fin_cases j <;>
      norm_num [squaredRPA, Matrix.mul_apply, Fin.sum_univ_succ]
  rw [h, Polynomial.IsRoot, charpoly_fin_two, trace_fin_two, det_fin_two]
  intro hz
  norm_num at hz
  nlinarith [sq_nonneg z]

end

end RPAInstabilityCount
```

```lean
#print axioms RPAInstabilityCount.squaredRPA_mulVec
-- 'RPAInstabilityCount.squaredRPA_mulVec' depends on axioms: [propext, Classical.choice, Quot.sound]
#print axioms RPAInstabilityCount.squaredRPA_inertia
-- 'RPAInstabilityCount.squaredRPA_inertia' depends on axioms: [propext, Classical.choice, Quot.sound]
#print axioms RPAInstabilityCount.exists_negative_root_iff
-- 'RPAInstabilityCount.exists_negative_root_iff' depends on axioms: [propext, Classical.choice, Quot.sound]
#print axioms RPAInstabilityCount.no_real_root_of_indefinite
-- 'RPAInstabilityCount.no_real_root_of_indefinite' depends on axioms: [propext, Classical.choice, Quot.sound]
```
